# For c > 0 and a continuous bounded source g, the equation η w′ = c w − g has exactly one bounded solution on η > 0

For a constant source $g = G$ and $c > 0$, the solutions of $\eta w' = c\,w - G$ on $\eta > 0$ are $w = G/c + A\,\eta^c$ with $A$ any real number, and only $A = 0$ gives a bounded one. The file below proves that boundedness also selects a single solution when $g$ is any continuous bounded function, and it gives that solution as an integral.

In Lean 4 with Mathlib:

```lean
import Mathlib

open MeasureTheory Set Filter Topology

namespace HuangCarterKernel

noncomputable section

/-- The first-order kernel equation `η w' = c w - g` on the half-line `η > 0`. -/
def SolvesKernelEquation (c : ℝ) (g w : ℝ → ℝ) : Prop :=
  ∀ η, 0 < η → ∃ w', HasDerivAt w w' η ∧ η * w' = c * w η - g η

/-- The kernel `η^c ∫_{s > η} g(s) s^(-c-1) ds`, meant for `η > 0`. -/
def kernel (c : ℝ) (g : ℝ → ℝ) (η : ℝ) : ℝ :=
  η ^ c * ∫ s in Ioi η, g s * s ^ (-c - 1)

/-- For `c > 0`, the weight `t^(-c-1)` on `t > 1` has total mass `1/c`. -/
theorem weight_integral {c : ℝ} (hc : 0 < c) :
    ∫ t in Ioi (1 : ℝ), t ^ (-c - 1) = 1 / c := by
  rw [integral_Ioi_rpow_of_lt (by linarith) one_pos, Real.one_rpow,
    show -c - 1 + 1 = -c by ring, neg_div_neg_eq]

/-- For `c > 0` and a continuous bounded source `g`, the integrand of the kernel is integrable on
every tail `s > η` with `η > 0`. -/
theorem integrableOn_tail {c M η : ℝ} {g : ℝ → ℝ} (hc : 0 < c)
    (hg : ContinuousOn g (Ioi 0)) (hM : ∀ s, 0 < s → |g s| ≤ M) (hη : 0 < η) :
    IntegrableOn (fun s => g s * s ^ (-c - 1)) (Ioi η) := by
  have hpow : IntegrableOn (fun s : ℝ => s ^ (-c - 1)) (Ioi η) :=
    integrableOn_Ioi_rpow_of_lt (by linarith) hη
  refine Integrable.mono' (Integrable.const_mul hpow M)
    (((hg.mono (Ioi_subset_Ioi hη.le)).aestronglyMeasurable measurableSet_Ioi).mul hpow.1) ?_
  filter_upwards [ae_restrict_mem measurableSet_Ioi] with s hs
  have hs0 : 0 < s := hη.trans hs
  rw [Real.norm_eq_abs, abs_mul, abs_of_pos (Real.rpow_pos_of_pos hs0 _)]
  exact mul_le_mul_of_nonneg_right (hM s hs0) (Real.rpow_nonneg hs0.le _)

/-- For `c > 0` and a continuous bounded source, the kernel solves the kernel equation. -/
theorem kernel_solves {c M : ℝ} {g : ℝ → ℝ} (hc : 0 < c)
    (hg : ContinuousOn g (Ioi 0)) (hM : ∀ s, 0 < s → |g s| ≤ M) :
    SolvesKernelEquation c g (kernel c g) := by
  intro η hη
  have ha : 0 < η / 2 := by positivity
  have hlt : η / 2 < η := by linarith
  have hcont : ContinuousOn (fun s => g s * s ^ (-c - 1)) (Ioi 0) :=
    hg.mul fun s hs => (Real.continuousAt_rpow_const s _
      (Or.inl (show 0 < s from hs).ne')).continuousWithinAt
  have hI := integrableOn_tail hc hg hM ha
  -- the fundamental theorem of calculus from the fixed point η / 2
  have hF := intervalIntegral.integral_hasDerivAt_right
    ((intervalIntegrable_iff_integrableOn_Ioc_of_le hlt.le).2
      (hI.mono_set Ioc_subset_Ioi_self))
    (hcont.stronglyMeasurableAtFilter isOpen_Ioi η hη)
    (hcont.continuousAt (Ioi_mem_nhds hη))
  have hT : HasDerivAt (fun x => ∫ s in Ioi x, g s * s ^ (-c - 1))
      (-(g η * η ^ (-c - 1))) η := by
    refine (hF.const_sub (∫ s in Ioi (η / 2), g s * s ^ (-c - 1))).congr_of_eventuallyEq ?_
    filter_upwards [Ioi_mem_nhds hlt] with x hx
    have hx' : η / 2 < x := hx
    have hdis : Disjoint (Ioc (η / 2) x) (Ioi x) :=
      Set.disjoint_left.2 fun y hy hy' => not_lt_of_ge hy.2 hy'
    rw [intervalIntegral.integral_of_le hx'.le, ← Ioc_union_Ioi_eq_Ioi hx'.le,
      setIntegral_union hdis measurableSet_Ioi (hI.mono_set Ioc_subset_Ioi_self)
        (hI.mono_set (Ioi_subset_Ioi hx'.le))]
    ring
  refine ⟨_, (Real.hasDerivAt_rpow_const (p := c) (Or.inl hη.ne')).fun_mul hT, ?_⟩
  have h1 : η * η ^ (c - 1) = η ^ c := by
    rw [Real.rpow_sub_one hη.ne']
    field_simp
  have h2 : η * (η ^ c * η ^ (-c - 1)) = 1 := by
    rw [← Real.rpow_add hη, show c + (-c - 1) = -1 by ring, Real.rpow_neg_one]
    exact mul_inv_cancel₀ hη.ne'
  unfold kernel
  linear_combination c * (∫ s in Ioi η, g s * s ^ (-c - 1)) * h1 - g η * h2

/-- Scaled form: the kernel at `η > 0` is the integral of `g(η t)` against the weight
`t^(-c-1)` over `t > 1`. -/
theorem kernel_scaled (c : ℝ) (g : ℝ → ℝ) {η : ℝ} (hη : 0 < η) :
    kernel c g η = ∫ t in Ioi (1 : ℝ), g (η * t) * t ^ (-c - 1) := by
  have h := integral_comp_mul_left_Ioi (fun s => g s * s ^ (-c - 1)) 1 hη
  simp only [mul_one, smul_eq_mul] at h
  have h' : ∫ t in Ioi (1 : ℝ), g (η * t) * (η * t) ^ (-c - 1)
      = η ^ (-c - 1) * ∫ t in Ioi (1 : ℝ), g (η * t) * t ^ (-c - 1) := by
    rw [← integral_const_mul]
    refine setIntegral_congr_fun measurableSet_Ioi fun t ht => ?_
    have ht0 : 0 < t := one_pos.trans ht
    simp only [Real.mul_rpow hη.le ht0.le]
    ring
  have h2 : η * (η ^ c * η ^ (-c - 1)) = 1 := by
    rw [← Real.rpow_add hη, show c + (-c - 1) = -1 by ring, Real.rpow_neg_one]
    exact mul_inv_cancel₀ hη.ne'
  have h4 : η * (η ^ (-c - 1) * ∫ t in Ioi (1 : ℝ), g (η * t) * t ^ (-c - 1))
      = ∫ s in Ioi η, g s * s ^ (-c - 1) := by
    rw [← h', h, mul_inv_cancel_left₀ hη.ne']
  unfold kernel
  linear_combination (-η ^ c) * h4
    + (∫ t in Ioi (1 : ℝ), g (η * t) * t ^ (-c - 1)) * h2

/-- For `c > 0`, a source bounded by `M` on the positive half-line gives a kernel bounded by `M / c`
there. -/
theorem abs_kernel_le {c M η : ℝ} {g : ℝ → ℝ} (hc : 0 < c)
    (hM : ∀ s, 0 < s → |g s| ≤ M) (hη : 0 < η) : |kernel c g η| ≤ M / c := by
  have hpow : IntegrableOn (fun s : ℝ => s ^ (-c - 1)) (Ioi 1) :=
    integrableOn_Ioi_rpow_of_lt (by linarith) one_pos
  have h : ‖∫ t in Ioi (1 : ℝ), g (η * t) * t ^ (-c - 1)‖
      ≤ ∫ t in Ioi (1 : ℝ), M * t ^ (-c - 1) := by
    refine norm_integral_le_of_norm_le (Integrable.const_mul hpow M) ?_
    filter_upwards [ae_restrict_mem measurableSet_Ioi] with t ht
    have ht0 : 0 < t := one_pos.trans ht
    rw [Real.norm_eq_abs, abs_mul, abs_of_pos (Real.rpow_pos_of_pos ht0 _)]
    exact mul_le_mul_of_nonneg_right (hM _ (mul_pos hη ht0)) (Real.rpow_nonneg ht0.le _)
  rwa [integral_const_mul, weight_integral hc, mul_one_div, Real.norm_eq_abs,
    ← kernel_scaled c g hη] at h

/-- Two solutions of the kernel equation with the same source differ by a multiple of
`η^c`, fixed by their values at `η = 1`. -/
theorem solution_difference {c : ℝ} {g w v : ℝ → ℝ} (hw : SolvesKernelEquation c g w)
    (hv : SolvesKernelEquation c g v) {η : ℝ} (hη : 0 < η) :
    w η - v η = (w 1 - v 1) * η ^ c := by
  -- (w - v) η^(-c) is a constant of the flow
  have hd : ∀ x, 0 < x → HasDerivAt (fun y => (w y - v y) * y ^ (-c)) 0 x := by
    intro x hx
    obtain ⟨w', hw', ew⟩ := hw x hx
    obtain ⟨v', hv', ev⟩ := hv x hx
    refine ((hw'.fun_sub hv').fun_mul
      (Real.hasDerivAt_rpow_const (p := -c) (Or.inl hx.ne'))).congr_deriv ?_
    have hp : x ^ (-c - 1) * x = x ^ (-c) := by
      rw [Real.rpow_sub_one hx.ne']
      field_simp
    linear_combination (-(w' - v')) * hp + x ^ (-c - 1) * (ew - ev)
  have h : (w η - v η) * η ^ (-c) = (w 1 - v 1) * (1 : ℝ) ^ (-c) :=
    isOpen_Ioi.is_const_of_deriv_eq_zero isPreconnected_Ioi
      (fun x hx => (hd x hx).differentiableAt.differentiableWithinAt)
      (fun x hx => (hd x hx).deriv) (mem_Ioi.2 hη) (mem_Ioi.2 one_pos)
  rw [Real.one_rpow, mul_one] at h
  have hq : η ^ (-c) * η ^ c = 1 := by
    rw [← Real.rpow_add hη, neg_add_cancel, Real.rpow_zero]
  linear_combination η ^ c * h - (w η - v η) * hq

/-- For `c > 0` and a continuous bounded source, a function is a bounded solution of the
kernel equation on `η > 0` exactly when it equals the kernel there. -/
theorem bounded_solution_iff {c M : ℝ} {g : ℝ → ℝ} (hc : 0 < c)
    (hg : ContinuousOn g (Ioi 0)) (hM : ∀ s, 0 < s → |g s| ≤ M) (w : ℝ → ℝ) :
    (SolvesKernelEquation c g w ∧ ∃ B, ∀ η, 0 < η → |w η| ≤ B) ↔
      ∀ η, 0 < η → w η = kernel c g η := by
  have hk := kernel_solves hc hg hM
  constructor
  · rintro ⟨hw, B, hB⟩
    -- a non-zero multiple of η^c would outgrow both bounds
    have hA : w 1 - kernel c g 1 = 0 := by
      by_contra hne
      obtain ⟨η, h1, h2⟩ := (((tendsto_rpow_atTop hc).eventually_gt_atTop
        ((B + M / c) / |w 1 - kernel c g 1|)).and (eventually_gt_atTop 0)).exists
      rw [div_lt_iff₀ (abs_pos.2 hne)] at h1
      have h3 := norm_sub_le (w η) (kernel c g η)
      rw [solution_difference hw hk h2] at h3
      simp only [Real.norm_eq_abs, abs_mul, abs_of_pos (Real.rpow_pos_of_pos h2 c)] at h3
      linarith [hB η h2, abs_kernel_le hc hM h2]
    intro η hη
    have h := solution_difference hw hk hη
    rw [hA, zero_mul] at h
    linarith
  · intro h
    refine ⟨fun η hη => ?_, M / c, fun η hη => ?_⟩
    · obtain ⟨k', hk', e⟩ := hk η hη
      refine ⟨k', hk'.congr_of_eventuallyEq ?_, by rw [h η hη]; exact e⟩
      filter_upwards [Ioi_mem_nhds hη] with x hx
      exact h x hx
    · rw [h η hη]
      exact abs_kernel_le hc hM hη

/-- Let `c > 0` and let `g` be continuous and bounded on the positive half-line. If, along a
countably generated filter on which `η` is eventually positive, the source `g(η t)` tends to `G` for
each `t > 1`, then the kernel tends to `G / c`. -/
theorem tendsto_kernel {c M G : ℝ} {g : ℝ → ℝ} {l : Filter ℝ} [l.IsCountablyGenerated]
    (hc : 0 < c) (hg : ContinuousOn g (Ioi 0)) (hM : ∀ s, 0 < s → |g s| ≤ M)
    (hl : ∀ᶠ η in l, 0 < η)
    (hG : ∀ t, 1 < t → Tendsto (fun η => g (η * t)) l (𝓝 G)) :
    Tendsto (kernel c g) l (𝓝 (G / c)) := by
  have hpow : IntegrableOn (fun s : ℝ => s ^ (-c - 1)) (Ioi 1) :=
    integrableOn_Ioi_rpow_of_lt (by linarith) one_pos
  -- dominated convergence in the scaled form
  have key : Tendsto (fun η => ∫ t in Ioi (1 : ℝ), g (η * t) * t ^ (-c - 1)) l
      (𝓝 (∫ t in Ioi (1 : ℝ), G * t ^ (-c - 1))) := by
    refine tendsto_integral_filter_of_dominated_convergence
      (fun t => M * t ^ (-c - 1)) ?_ ?_ (Integrable.const_mul hpow M) ?_
    · filter_upwards [hl] with η hη
      have hm : ContinuousOn (fun t : ℝ => η * t) (Ioi 1) := by fun_prop
      have hgm : ContinuousOn (fun t : ℝ => g (η * t)) (Ioi 1) :=
        hg.comp hm fun t ht => mul_pos hη (one_pos.trans ht)
      exact (hgm.aestronglyMeasurable measurableSet_Ioi).mul hpow.1
    · filter_upwards [hl] with η hη
      filter_upwards [ae_restrict_mem measurableSet_Ioi] with t ht
      have ht0 : 0 < t := one_pos.trans ht
      rw [Real.norm_eq_abs, abs_mul, abs_of_pos (Real.rpow_pos_of_pos ht0 _)]
      exact mul_le_mul_of_nonneg_right (hM _ (mul_pos hη ht0)) (Real.rpow_nonneg ht0.le _)
    · filter_upwards [ae_restrict_mem measurableSet_Ioi] with t ht
      exact (hG t ht).mul_const _
  rw [integral_const_mul, weight_integral hc, mul_one_div] at key
  refine key.congr' ?_
  filter_upwards [hl] with η hη
  exact (kernel_scaled c g hη).symm

/-- For `c > 0` and a continuous bounded source that tends to `G` as `η → ∞`, the kernel tends to `G
/ c` in the same limit. -/
theorem kernel_tendsto_atTop {c M G : ℝ} {g : ℝ → ℝ} (hc : 0 < c)
    (hg : ContinuousOn g (Ioi 0)) (hM : ∀ s, 0 < s → |g s| ≤ M)
    (hG : Tendsto g atTop (𝓝 G)) : Tendsto (kernel c g) atTop (𝓝 (G / c)) :=
  tendsto_kernel hc hg hM (eventually_gt_atTop 0) fun _ ht =>
    hG.comp (tendsto_id.atTop_mul_const (one_pos.trans ht))

/-- For `c > 0` and a continuous bounded source that tends to `G` as `η → 0` from above, the kernel
tends to `G / c` in the same limit. -/
theorem kernel_tendsto_zero {c M G : ℝ} {g : ℝ → ℝ} (hc : 0 < c)
    (hg : ContinuousOn g (Ioi 0)) (hM : ∀ s, 0 < s → |g s| ≤ M)
    (hG : Tendsto g (𝓝[>] 0) (𝓝 G)) : Tendsto (kernel c g) (𝓝[>] 0) (𝓝 (G / c)) := by
  refine tendsto_kernel hc hg hM self_mem_nhdsWithin fun t ht => hG.comp ?_
  have hm : Continuous fun η : ℝ => η * t := by fun_prop
  refine tendsto_nhdsWithin_iff.2
    ⟨(hm.tendsto' 0 0 (zero_mul t)).mono_left nhdsWithin_le_nhds, ?_⟩
  filter_upwards [self_mem_nhdsWithin] with η hη
  exact mul_pos hη (one_pos.trans ht)

end

end HuangCarterKernel
```

```lean
#print axioms HuangCarterKernel.bounded_solution_iff
#print axioms HuangCarterKernel.kernel_tendsto_atTop
#print axioms HuangCarterKernel.kernel_tendsto_zero
```

```
'HuangCarterKernel.bounded_solution_iff' depends on axioms: [propext, Classical.choice, Quot.sound]
'HuangCarterKernel.kernel_tendsto_atTop' depends on axioms: [propext, Classical.choice, Quot.sound]
'HuangCarterKernel.kernel_tendsto_zero' depends on axioms: [propext, Classical.choice, Quot.sound]
```

## The equation behind a density-dependent kernel

In orbital-free density functional theory, a nonlocal kinetic energy of Huang-Carter type contains a double integral of $n(\mathbf r)^{8/3-\beta}\,\omega(2k_F|\mathbf r-\mathbf r'|)\,n(\mathbf r')^{\beta}$. Here $n$ is the density, $\beta$ is a chosen non-zero exponent, and $\omega$ is a dimensionless kernel. Near a uniform gas, the inverse length $2k_F$ follows the density at $\mathbf r$, with $k_F^3 \propto n$.

Let $w(\eta)$ be the Fourier transform of $\omega$ at the reduced wave number $\eta = q/(2k_F)$, and let $w$ vanish at $\eta = 0$. Then the second-order response to a density wave comes only from the mixed term, in which the density is varied once at $\mathbf r$ and once at $\mathbf r'$. Up to a constant, this gives

$$\beta\, n^{\beta-1}\,\frac{\partial}{\partial n}\Big[n^{5/3-\beta}\,w\big(q/2k_F\big)\Big] = \beta\, n^{-1/3}\Big[\big(\tfrac53-\beta\big)w - \tfrac13\,\eta w'\Big].$$

The term $\eta w'$ appears because the range of the kernel changes with the density. Equating the expression to the desired response gives $\eta w' = c\,w - g$ with $c = 5-3\beta$, so the condition $c > 0$ means $\beta < 5/3$. The source $g$ is a constant multiple of what remains of the inverse Lindhard response of the non-interacting uniform gas once the Thomas-Fermi and von Weizsäcker parts are removed. That remainder is continuous and bounded.

The file starts from the differential equation. It takes $c$ and $g$ as given, and contains neither the Lindhard function, nor the transform back to real space, nor the energy functional.

## The theorems in words

`SolvesKernelEquation c g w` says that at each $\eta > 0$ the function $w$ has a derivative $w'$ with $\eta w' = c\,w(\eta) - g(\eta)$. All functions have type `ℝ → ℝ`, but their values at $\eta \le 0$ play no role. The function `kernel c g` is

$$K(\eta) = \eta^c\int_\eta^\infty g(s)\,s^{-c-1}\,ds .$$

The hypothesis `hg` states that $g$ is continuous on the open half-line, and `hM` that $|g(s)| \le M$ there. No limit of $g$ at either end is assumed for existence or uniqueness.

The main theorem, `bounded_solution_iff`, is an equivalence: $w$ solves the equation and is bounded on $\eta > 0$ if and only if $w(\eta) = K(\eta)$ for every $\eta > 0$. Read from right to left with $w = K$, it gives existence; read from left to right, it gives uniqueness.

Two further theorems concern the ends of the half-line. If $g \to G$ as $\eta \to \infty$, then $K \to G/c$ (`kernel_tendsto_atTop`), and the same holds as $\eta \to 0$ from above (`kernel_tendsto_zero`). With $G = 0$ at the lower end, the second agrees with the requirement that $w$ vanish at zero wave number.

## The integral solves the equation

Since $|g(s)\,s^{-c-1}| \le M s^{-c-1}$ and $-c-1 < -1$, the integrand is integrable on every tail $s > \eta > 0$. This comparison is `integrableOn_tail`.

Write $T(\eta)$ for the integral in $K$, so that $K = \eta^c\,T$. The fundamental theorem of calculus gives $T'(\eta) = -g(\eta)\,\eta^{-c-1}$, and the product rule gives

$$\eta K' = \eta\big(c\,\eta^{c-1}T - \eta^c g\,\eta^{-c-1}\big) = c\,K - g .$$

The proof of `kernel_solves` follows these lines. To differentiate the improper integral, it fixes the point $\eta/2$ and writes the tail beyond a nearby $x$ as the tail beyond $\eta/2$ minus the integral from $\eta/2$ to $x$. Only the second part varies with $x$. The final `linear_combination` is the displayed algebra, with the power identities supplied by `h1` and `h2`.

## Scaling gives the bound

Substituting $s = \eta t$ cancels all powers of $\eta$:

$$K(\eta) = \eta^c\int_1^\infty g(\eta t)\,(\eta t)^{-c-1}\,\eta\,dt = \int_1^\infty g(\eta t)\,t^{-c-1}\,dt .$$

This is `kernel_scaled`. The total weight is $\int_1^\infty t^{-c-1}dt = 1/c$ by `weight_integral`, so $cK(\eta)$ is a weighted average of the source over wave numbers above $\eta$. Replacing $|g|$ by its bound $M$ gives $|K(\eta)| \le M/c$, which is `abs_kernel_le`.

## Growth removes every other solution

Let $w$ and $v$ solve the equation with the same source, and put $u = w - v$. The source cancels, leaving $\eta u' = c\,u$, and therefore

$$\big(u\,\eta^{-c}\big)' = \eta^{-c-1}\big(\eta u' - c\,u\big) = 0 .$$

A function with zero derivative on the half-line is constant, so $u(\eta) = u(1)\,\eta^c$. This is `solution_difference`, which holds for every real $c$ and needs no condition on $g$.

Now let $w$ be a solution with $|w| \le B$, and take $v = K$. Then

$$|w(1)-K(1)|\,\eta^c = |w(\eta)-K(\eta)| \le B + M/c \quad\text{for all } \eta > 0 .$$

Since $c > 0$, the left side grows without limit unless $w(1) = K(1)$. The proof of `bounded_solution_iff` supposes that the two values differ and picks an $\eta$ large enough to violate the inequality. Once the values at $1$ agree, $w = K$ on the whole half-line. For the converse, a function equal to $K$ at all positive $\eta$ agrees with it near each such point, so it has the same derivative and the same bound.

When the kernel is computed by integrating the equation numerically, the difference formula also shows how a starting error behaves. An error in the initial value of $w$ evolves in proportion to $\eta^c$, so for $c > 0$ it grows when the equation is integrated towards large $\eta$ and shrinks when it is integrated towards small $\eta$.

## Both limits from one convergence argument

In the scaled form, $\eta$ enters only through $g(\eta t)$. If $g(\eta t) \to G$ for each fixed $t > 1$, the integrand tends to $G\,t^{-c-1}$ while staying below $M t^{-c-1}$ in absolute value. Dominated convergence then gives

$$K(\eta) \to \int_1^\infty G\,t^{-c-1}\,dt = \frac{G}{c} .$$

The theorem `tendsto_kernel` states this for any limiting process given by a countably generated filter `l` along which $\eta$ is eventually positive. The two end-point theorems then need only the remark that, for fixed $t > 1$, the product $\eta t$ tends to infinity or to zero from above whenever $\eta$ does.

## The mirror case of negative c

For $c < 0$, which corresponds to $\beta > 5/3$, the homogeneous solution $\eta^c$ is unbounded at small $\eta$ instead of large $\eta$. The same reasoning, carried out by hand with the integral taken from the other end, gives the bounded solution

$$w(\eta) = -\,\eta^c\int_0^\eta g(s)\,s^{-c-1}\,ds ,\qquad |w(\eta)| \le \frac{M}{|c|} .$$
